# An orthonormal basis plus one unit vector at distance $d$ from its span has least overlap eigenvalue $1-\sqrt{1-d^2}$

Let $e_1,\dots,e_n$ be orthonormal functions in a real inner-product space, let $g$ be a further function of norm one, and let $d>0$ be the distance from $g$ to the span of the $e_i$. I add $g$ to the basis, as one does when a finite-element basis is enriched by an atomic-like function. The closer $g$ lies to the span, the closer the overlap matrix comes to being singular. I believe that its least eigenvalue is exactly $1-\sqrt{1-d^2}$, and that the overlap becomes the identity if I add the normalised orthogonal part of $g$ instead. Can this be made rigorous and checked by machine, in Lean 4 with Mathlib?

## The enriched basis and its overlap matrix

Yes. The objects below are named together with their Lean counterparts.

- The basis is a family `e : ι → E` with `Orthonormal ℝ e`. The label set `ι` is finite, and `E` is any real inner-product space, possibly infinite-dimensional.
- The enriched basis is `enrich e g`, labelled by `Option ι`: the label `some i` stands for $e_i$ and `none` for $g$.
- The overlap matrix $S$ is `overlap (enrich e g)`, the matrix of all inner products.
- `eigenvalues S` is the set of real $\mu$ with $Sv=\mu v$ for some real $v\neq0$. It doesn't record multiplicities.
- With $c_i=\langle e_i,g\rangle$, the `expansion` is $p=\sum_i c_ie_i$ and the `residual` is $w=g-p$.
- The distance $d$ is `gap e g`, the infimum of $\|g-y\|$ over $y$ in the span.

The main theorem, `overlap_extreme_eigenvalues`, assumes that $e$ is orthonormal and $\|g\|=1$. It says that $1-\sqrt{1-d^2}$ is the least eigenvalue of $S$ and $1+\sqrt{1-d^2}$ the greatest. `IsLeast` means that the number belongs to the set and is a lower bound for it; `IsGreatest` is the same from above.

Neither $n\ge1$ nor $d>0$ is needed for this. If $d=0$, the least eigenvalue is $0$ and $S$ is singular. If the basis is empty, then $d=1$ and $S$ is the $1\times1$ matrix $(1)$.

The second claim is `overlap_orthogonalised`. It does need $d>0$, because $w$ has to be normalised, but it doesn't need $\|g\|=1$.

In electronic-structure calculations with enriched finite elements, the result measures how one added function brings the basis towards linear dependence, for a real basis that has already been orthonormalised. Non-orthogonal element functions, several enrichment functions at once and rounding errors are not treated.

## From the distance to the eigenvalues

**The distance.** For each $j$, $\langle e_j,w\rangle=c_j-c_j=0$, so $w$ is orthogonal to the whole span. For any $y$ in the span, $g-y=(p-y)+w$ with $p-y$ in the span, and Pythagoras gives

$$\|g-y\|^2=\|p-y\|^2+\|w\|^2\ge\|w\|^2,$$

with equality at $y=p$. Hence $d=\|w\|$. Since $\langle p,w\rangle=0$ and $\|g\|=1$,

$$d^2=\langle w,w\rangle=\langle g,w\rangle=\langle g,g\rangle-\langle g,p\rangle=1-\sum_i c_i^2 .$$

Write $s=\sqrt{1-d^2}$, so that $s^2=\sum_i c_i^2$ and $0\le s\le1$.

**Which eigenvalues are possible.** Let $v$ have the components $x_i$ on the $e_i$ and $t$ on $g$. Then $Sv=\mu v$ reads

$$x_i+c_it=\mu x_i,\qquad t+\sum_i c_ix_i=\mu t .$$

If $t=0$, some $x_i$ is nonzero, and the first equation gives $\mu=1$. If $t\neq0$, multiply the second equation by $\mu-1$ and insert $(\mu-1)x_i=c_it$:

$$(\mu-1)^2t=\sum_i c_i(\mu-1)x_i=\Big(\sum_i c_i^2\Big)t .$$

Hence $(\mu-1)^2=s^2$. In both cases $|\mu-1|\le s$, so $1-s\le\mu\le1+s$.

**Both ends are attained.** Let $r=\pm s$. If $r\neq0$, take $x_i=c_i$ and $t=r$. The two rows of $Sv$ are

$$c_i+c_ir=(1+r)c_i,\qquad r+\sum_i c_i^2=r+r^2=(1+r)r ,$$

so $1+r$ is an eigenvalue. This vector has squared norm $2r^2$; the normalised eigenvector is $(c,r)/(\sqrt2\,|r|)$. If $r=0$, all $c_i$ vanish, and $x=0$, $t=1$ is an eigenvector with eigenvalue $1$.

**Size of the least eigenvalue.** With $d^2=1-s^2$,

$$(1-s)-\tfrac12d^2=\tfrac12(1-s)^2\ge0,\qquad d^2-(1-s)=s(1-s)\ge0 ,$$

so the least eigenvalue lies between $d^2/2$ and $d^2$. For small $d$ it is close to $d^2/2$, because $1-s=d^2/(1+s)$ and $s\to1$ as $d\to0$.

**The orthogonalised function.** If $d>0$, then $w/\|w\|$ has norm one and is orthogonal to every $e_i$. Together with the $e_i$ it forms an orthonormal family, whose overlap matrix is the identity.

## The Lean file

```lean
import Mathlib

open Matrix

namespace EnrichedBasisOverlap

noncomputable section

variable {ι κ E : Type*} [Fintype ι] [Fintype κ]
  [NormedAddCommGroup E] [InnerProductSpace ℝ E]

/-- The overlap matrix of a family of basis functions: its entries are their inner products. -/
def overlap (b : κ → E) : Matrix κ κ ℝ := Matrix.of fun i j => inner ℝ (b i) (b j)

/-- The basis `e` enriched by one further function `g`, which carries the label `none`. -/
def enrich (e : ι → E) (g : E) : Option ι → E
  | none => g
  | some i => e i

/-- The real eigenvalues of a square matrix. -/
def eigenvalues (S : Matrix κ κ ℝ) : Set ℝ := {μ | ∃ v : κ → ℝ, v ≠ 0 ∧ S *ᵥ v = μ • v}

/-- The expansion of `g` in the functions `e`, with the overlaps as coefficients. -/
def expansion (e : ι → E) (g : E) : E := ∑ i, inner ℝ (e i) g • e i

/-- What remains of `g` after its expansion in the functions `e` is subtracted. -/
def residual (e : ι → E) (g : E) : E := g - expansion e g

/-- The distance from `g` to the space spanned by the functions `e`. -/
def gap (e : ι → E) (g : E) : ℝ :=
  Metric.infDist g (Submodule.span ℝ (Set.range e) : Set E)

lemma expansion_mem (e : ι → E) (g : E) :
    expansion e g ∈ Submodule.span ℝ (Set.range e) :=
  Submodule.sum_mem _ fun i _ => Submodule.smul_mem _ _ (Submodule.subset_span ⟨i, rfl⟩)

/-- The residual is orthogonal to every function in the span of an orthonormal basis. -/
theorem residual_orthogonal {e : ι → E} (he : Orthonormal ℝ e) (g : E) {y : E}
    (hy : y ∈ Submodule.span ℝ (Set.range e)) : inner ℝ y (residual e g) = 0 := by
  induction hy using Submodule.span_induction with
  | mem x hx =>
    obtain ⟨i, rfl⟩ := hx
    have h : inner ℝ (e i) (expansion e g) = inner ℝ (e i) g := he.inner_right_fintype _ i
    rw [residual, inner_sub_right, h, sub_self]
  | zero => exact inner_zero_left _
  | add x y _ _ hx hy => rw [inner_add_left, hx, hy, add_zero]
  | smul a x _ hx => rw [inner_smul_left, hx, mul_zero]

/-- For an orthonormal basis, the distance from `g` to its span is the norm of the residual. -/
theorem gap_eq_norm_residual {e : ι → E} (he : Orthonormal ℝ e) (g : E) :
    gap e g = ‖residual e g‖ := by
  apply le_antisymm
  · have h := Metric.infDist_le_dist_of_mem (x := g) (SetLike.mem_coe.2 (expansion_mem e g))
    rw [dist_eq_norm] at h
    exact h
  · refine (Metric.le_infDist ⟨0, Submodule.zero_mem _⟩).2 fun y hy => ?_
    -- Pythagoras for the part inside the span and the residual
    have horth := residual_orthogonal he g (Submodule.sub_mem _ (expansion_mem e g) hy)
    have hsplit : g - y = (expansion e g - y) + residual e g := by
      rw [residual]; abel
    have hpyth := norm_add_sq_real (expansion e g - y) (residual e g)
    rw [horth] at hpyth
    rw [dist_eq_norm, hsplit]
    nlinarith [norm_nonneg (residual e g), sq_nonneg ‖expansion e g - y‖,
      norm_nonneg (expansion e g - y + residual e g)]

/-- For an orthonormal basis and a unit vector `g`, the squared distance from `g` to the span of the
basis is one minus the sum of the squared overlaps with the basis. -/
theorem gap_sq {e : ι → E} (he : Orthonormal ℝ e) {g : E} (hg : ‖g‖ = 1) :
    gap e g ^ 2 = 1 - ∑ i, inner ℝ (e i) g ^ 2 := by
  have h1 : inner ℝ (residual e g) (residual e g) = inner ℝ g (residual e g) := by
    calc inner ℝ (residual e g) (residual e g)
        = inner ℝ (g - expansion e g) (residual e g) := rfl
      _ = _ := by
        rw [inner_sub_left, residual_orthogonal he g (expansion_mem e g), sub_zero]
  have h2 : inner ℝ g (expansion e g) = ∑ i, inner ℝ (e i) g ^ 2 := by
    rw [expansion, inner_sum]
    refine Finset.sum_congr rfl fun i _ => ?_
    rw [inner_smul_right, real_inner_comm (e i) g, sq]
  rw [gap_eq_norm_residual he, ← real_inner_self_eq_norm_sq, h1, residual, inner_sub_right,
    h2, real_inner_self_eq_norm_sq, hg, one_pow]

lemma mulVec_some {e : ι → E} (he : Orthonormal ℝ e) (g : E) (v : Option ι → ℝ) (i : ι) :
    (overlap (enrich e g) *ᵥ v) (some i) = inner ℝ (e i) g * v none + v (some i) := by
  classical
  simp only [Matrix.mulVec, dotProduct, Fintype.sum_option, overlap, enrich, Matrix.of_apply]
  simp [orthonormal_iff_ite.1 he]

lemma mulVec_none (e : ι → E) {g : E} (hg : ‖g‖ = 1) (v : Option ι → ℝ) :
    (overlap (enrich e g) *ᵥ v) none = v none + ∑ i, inner ℝ (e i) g * v (some i) := by
  simp only [Matrix.mulVec, dotProduct, Fintype.sum_option, overlap, enrich, Matrix.of_apply]
  rw [real_inner_self_eq_norm_sq, hg, one_pow, one_mul]
  congr 1
  exact Finset.sum_congr rfl fun i _ => by rw [real_inner_comm (e i) g]

/-- For an orthonormal basis enriched by a unit vector `g`, every eigenvalue `μ` of the overlap
matrix is `1` or satisfies `(μ - 1)² = 1 - d²`, where `d` is the distance from `g` to the span. -/
theorem eigenvalue_cases {e : ι → E} (he : Orthonormal ℝ e) {g : E} (hg : ‖g‖ = 1) {μ : ℝ}
    (hμ : μ ∈ eigenvalues (overlap (enrich e g))) :
    μ = 1 ∨ (μ - 1) ^ 2 = 1 - gap e g ^ 2 := by
  obtain ⟨v, hv, h⟩ := hμ
  have hs : ∀ i, inner ℝ (e i) g * v none + v (some i) = μ * v (some i) := fun i => by
    have := congrFun h (some i)
    rwa [mulVec_some he, Pi.smul_apply, smul_eq_mul] at this
  have hn : v none + ∑ i, inner ℝ (e i) g * v (some i) = μ * v none := by
    have := congrFun h none
    rwa [mulVec_none e hg, Pi.smul_apply, smul_eq_mul] at this
  by_cases ht : v none = 0
  · left
    obtain ⟨o, ho⟩ := Function.ne_iff.1 hv
    cases o with
    | none => exact absurd ht ho
    | some i =>
      have hi := hs i
      rw [ht] at hi
      have ho' : v (some i) ≠ 0 := ho
      exact mul_right_cancel₀ ho' (by linarith)
  · right
    -- eliminate the coefficients of the functions `e`
    have hsum : (μ - 1) * ∑ i, inner ℝ (e i) g * v (some i)
        = (∑ i, inner ℝ (e i) g ^ 2) * v none := by
      rw [Finset.mul_sum, Finset.sum_mul]
      refine Finset.sum_congr rfl fun i _ => ?_
      linear_combination (-inner ℝ (e i) g) * hs i
    rw [gap_sq he hg, sub_sub_cancel]
    apply mul_right_cancel₀ ht
    linear_combination hsum - (μ - 1) * hn

/-- For an orthonormal basis enriched by a unit vector at distance `d` from its span, each real `r`
with `r² = 1 - d²` gives an eigenvalue `1 + r` of the overlap matrix. -/
theorem one_add_mem_eigenvalues {e : ι → E} (he : Orthonormal ℝ e) {g : E} (hg : ‖g‖ = 1)
    {r : ℝ} (hr : r ^ 2 = 1 - gap e g ^ 2) :
    1 + r ∈ eigenvalues (overlap (enrich e g)) := by
  rw [gap_sq he hg, sub_sub_cancel] at hr
  by_cases h0 : r = 0
  · -- `g` is orthogonal to the basis, and its coefficient vector is an eigenvector
    have hc : ∀ i, inner ℝ (e i) g = 0 := fun i => by
      have hz : ∑ i, inner ℝ (e i) g ^ 2 = 0 := by rw [← hr, h0]; norm_num
      have := (Finset.sum_eq_zero_iff_of_nonneg fun i _ => sq_nonneg (inner ℝ (e i) g)).1 hz
        i (Finset.mem_univ i)
      exact pow_eq_zero_iff two_ne_zero |>.1 this
    refine ⟨fun o => o.elim 1 fun _ => 0, fun h => one_ne_zero (congrFun h none), ?_⟩
    funext o
    cases o with
    | none => rw [mulVec_none e hg]; simp [h0]
    | some i => rw [mulVec_some he]; simp [hc i]
  · refine ⟨fun o => o.elim r fun i => inner ℝ (e i) g, fun h => h0 (congrFun h none), ?_⟩
    funext o
    cases o with
    | none =>
      rw [mulVec_none e hg]
      show r + ∑ i, inner ℝ (e i) g * inner ℝ (e i) g = (1 + r) * r
      simp only [← sq]
      linear_combination -hr
    | some i =>
      rw [mulVec_some he]
      show inner ℝ (e i) g * r + inner ℝ (e i) g = (1 + r) * inner ℝ (e i) g
      ring

/-- For an orthonormal basis enriched by a unit vector at distance `d` from its span, the
extreme eigenvalues of the overlap matrix are `1 - √(1 - d²)` and `1 + √(1 - d²)`. -/
theorem overlap_extreme_eigenvalues {e : ι → E} (he : Orthonormal ℝ e) {g : E}
    (hg : ‖g‖ = 1) :
    IsLeast (eigenvalues (overlap (enrich e g))) (1 - √(1 - gap e g ^ 2)) ∧
    IsGreatest (eigenvalues (overlap (enrich e g))) (1 + √(1 - gap e g ^ 2)) := by
  have hpos : 0 ≤ 1 - gap e g ^ 2 := by
    rw [gap_sq he hg, sub_sub_cancel]
    exact Finset.sum_nonneg fun i _ => sq_nonneg _
  have hsq := Real.sq_sqrt hpos
  have hb : ∀ μ ∈ eigenvalues (overlap (enrich e g)), |μ - 1| ≤ √(1 - gap e g ^ 2) := by
    intro μ hμ
    rcases eigenvalue_cases he hg hμ with h | h
    · rw [h, sub_self, abs_zero]
      exact Real.sqrt_nonneg _
    · exact Real.abs_le_sqrt h.le
  refine ⟨⟨?_, fun μ hμ => ?_⟩, ⟨one_add_mem_eigenvalues he hg hsq, fun μ hμ => ?_⟩⟩
  · rw [sub_eq_add_neg]
    exact one_add_mem_eigenvalues he hg (by rw [neg_sq, hsq])
  · linarith [(abs_le.1 (hb μ hμ)).1]
  · linarith [(abs_le.1 (hb μ hμ)).2]

/-- For an orthonormal basis enriched by a unit vector at distance `d` from its span, the least
eigenvalue of the overlap matrix lies between `d²/2` and `d²`. -/
theorem least_eigenvalue_bounds {e : ι → E} (he : Orthonormal ℝ e) {g : E} (hg : ‖g‖ = 1)
    {μ : ℝ} (hμ : IsLeast (eigenvalues (overlap (enrich e g))) μ) :
    gap e g ^ 2 / 2 ≤ μ ∧ μ ≤ gap e g ^ 2 := by
  have hpos : 0 ≤ 1 - gap e g ^ 2 := by
    rw [gap_sq he hg, sub_sub_cancel]
    exact Finset.sum_nonneg fun i _ => sq_nonneg _
  rw [hμ.unique (overlap_extreme_eigenvalues he hg).1]
  have hsq := Real.sq_sqrt hpos
  have h0 := Real.sqrt_nonneg (1 - gap e g ^ 2)
  have h1 : √(1 - gap e g ^ 2) ≤ 1 := by nlinarith [sq_nonneg (gap e g)]
  constructor <;> nlinarith [sq_nonneg (1 - √(1 - gap e g ^ 2))]

/-- If `g` lies at positive distance from the span of an orthonormal basis, enriching the basis by
the normalised residual of `g` makes the overlap matrix the identity. -/
theorem overlap_orthogonalised [DecidableEq ι] {e : ι → E} (he : Orthonormal ℝ e) {g : E}
    (hd : 0 < gap e g) :
    overlap (enrich e (‖residual e g‖⁻¹ • residual e g)) = 1 := by
  rw [gap_eq_norm_residual he] at hd
  have horth : ∀ i, inner ℝ (e i) (residual e g) = 0 := fun i =>
    residual_orthogonal he g (Submodule.subset_span ⟨i, rfl⟩)
  ext o p
  rcases o with _ | i <;> rcases p with _ | j <;>
    simp only [overlap, enrich, Matrix.of_apply]
  · rw [real_inner_smul_left, real_inner_smul_right, real_inner_self_eq_norm_sq,
      Matrix.one_apply_eq]
    field_simp
  · rw [real_inner_smul_left, real_inner_comm (e j) (residual e g), horth j]
    simp
  · rw [real_inner_smul_right, horth i]
    simp
  · rw [orthonormal_iff_ite.1 he i j]
    simp [Matrix.one_apply]

/-- In the plane, the family consisting of `(1, 0)` alone is orthonormal, and `(3/5, 4/5)` is a unit
vector at distance `4/5` from its span. -/
theorem enriched_basis_witness :
    Orthonormal ℝ (fun _ : Fin 1 => (!₂[1, 0] : EuclideanSpace ℝ (Fin 2))) ∧
    ‖(!₂[3 / 5, 4 / 5] : EuclideanSpace ℝ (Fin 2))‖ = 1 ∧
    gap (fun _ : Fin 1 => (!₂[1, 0] : EuclideanSpace ℝ (Fin 2))) !₂[3 / 5, 4 / 5] = 4 / 5 := by
  have he : Orthonormal ℝ (fun _ : Fin 1 => (!₂[1, 0] : EuclideanSpace ℝ (Fin 2))) :=
    ⟨fun _ => by simp [EuclideanSpace.norm_eq, Fin.sum_univ_two],
      fun i j h => absurd (Subsingleton.elim i j) h⟩
  have hg : ‖(!₂[3 / 5, 4 / 5] : EuclideanSpace ℝ (Fin 2))‖ = 1 := by
    rw [EuclideanSpace.norm_eq, Real.sqrt_eq_one]
    norm_num [Fin.sum_univ_two]
  refine ⟨he, hg, (sq_eq_sq₀ Metric.infDist_nonneg (by norm_num)).1 ?_⟩
  have h := gap_sq he hg
  norm_num [PiLp.inner_apply, Fin.sum_univ_two] at h
  exact h.trans (by norm_num)

end

end EnrichedBasisOverlap
```

```lean
#print axioms EnrichedBasisOverlap.least_eigenvalue_bounds
-- 'EnrichedBasisOverlap.least_eigenvalue_bounds' depends on axioms: [propext, Classical.choice, Quot.sound]
#print axioms EnrichedBasisOverlap.overlap_orthogonalised
-- 'EnrichedBasisOverlap.overlap_orthogonalised' depends on axioms: [propext, Classical.choice, Quot.sound]
```

## How the proof follows the calculation

**Distance.** `expansion_mem` places $p$ in the span. `residual_orthogonal` proves $\langle y,w\rangle=0$ by induction over the span: first for the basis functions, then for zero, sums and multiples. `gap_eq_norm_residual` proves $d=\|w\|$ as two inequalities. The point $p$ gives $d\le\|w\|$, and Pythagoras, in the form `norm_add_sq_real`, gives the other direction. `gap_sq` then carries out the computation of $d^2$.

**Rows of the eigenvalue equation.** `mulVec_some` and `mulVec_none` compute the two kinds of row of $Sv$, where `v (some i)` is $x_i$ and `v none` is $t$. Orthonormality collapses the sum in the first, and $\|g\|=1$ gives the diagonal entry in the second.

**Possible eigenvalues.** `eigenvalue_cases` splits on whether `v none` is zero, as above. In the nonzero case, `hsum` is the second equation's sum multiplied by $\mu-1$, with $x_i$ eliminated. The last `linear_combination` joins it to the row for $g$, after `mul_right_cancel₀` has reduced the goal to an identity multiplied by $t$. The theorem doesn't say that $1$ always occurs as an eigenvalue.

**Attained eigenvalues.** `one_add_mem_eigenvalues` takes any real $r$ with $r^2=1-d^2$ and supplies the eigenvectors given above. For $r=0$ it first deduces that every $c_i$ vanishes, since a sum of squares is zero only if each term is.

**Extremes and bounds.** In `overlap_extreme_eigenvalues`, the fact `hb` is the estimate $|\mu-1|\le s$. Membership of the two ends comes from the previous theorem with $r=-s$ and $r=s$. `least_eigenvalue_bounds` identifies any least eigenvalue with $1-s$, because a least element is unique, and leaves the two quadratic inequalities to `nlinarith`.

**Identity overlap.** `overlap_orthogonalised` compares the matrices entry by entry in four cases: the new function with itself, the two mixed blocks, and the old basis with itself. Only the first uses $\|w\|\neq0$.

**A planar example.** `enriched_basis_witness` takes $e_1=(1,0)$ and $g=(3/5,4/5)$ and proves that they satisfy the hypotheses with $d=4/5$. Here $s=3/5$, so the main theorem gives the extreme eigenvalues $2/5$ and $8/5$ of

$$S=\begin{pmatrix}1&3/5\\3/5&1\end{pmatrix}.$$
